# A finite Unsöld theorem: an invariant shell has uniform density on symmetry-equivalent points

In a Hückel calculation on a ring of equivalent atoms, the contribution of a completely filled level to the population of each atom can be written down without its orbital coefficients. It is the number of orbitals in the level divided by the number of atoms, doubled if each orbital holds two electrons. This step, in a non-interacting model with orthonormal site functions, rests on the following result.

Let X be a finite set of points and let a group G act on it. Let V be a space of complex functions on X that G maps into itself, and let φ_i be an orthonormal basis of V, with every point given weight 1 in the inner product. If G can carry any point to any other, then at every point x

Σ_i |φ_i(x)|² = dim V / card X,

where card X is the number of points. Unsöld's theorem for spherical harmonics makes the corresponding statement on the continuous sphere, with the area 4π in place of card X. The finite result does not contain it.

## Finitely many points of equal weight

The points stand for atomic sites, or for grid points that all carry the same weight, taken here as 1. The inner product is

⟨f, h⟩ = Σ_x conj(f(x)) h(x),

conjugate-linear in the first function. In Lean, `X` is a type with finitely many elements, `ι` and `κ` are finite index types for basis functions, and `G` is any group acting on `X`, finite or not.

```lean
import Mathlib

open ComplexConjugate

namespace FiniteUnsold

noncomputable section

variable {X ι κ G : Type*} [Fintype X] [Fintype ι] [DecidableEq ι]
  [Fintype κ] [DecidableEq κ] [Group G] [MulAction G X]

/-- The standard inner product of two complex functions on a finite set of points. -/
def overlap (f h : X → ℂ) : ℂ := ∑ x, conj (f x) * h x
```

By hand, finiteness allows sums to be exchanged and the final division by card X to be made. Equal weights allow the points to be relabelled inside an overlap without changing it. With weights 1 and 2 on two points, the space of all functions has the orthonormal basis (1, 0), (0, 1/√2), whose density is 1 at the first point and 1/2 at the second. Site functions with mutual overlap are likewise not covered, since their inner product contains an overlap matrix.

The other conditions are a basis condition, an invariance condition and the transitivity of the group action. The first is a structure with two fields: unit overlap matrix, and span equal to `V`.

```lean
/-- The functions `φ i` are orthonormal and span the space `V`. -/
structure IsOrthonormalBasisOf (V : Submodule ℂ (X → ℂ)) (φ : ι → X → ℂ) : Prop where
  orthonormal : ∀ i j, overlap (φ i) (φ j) = if i = j then 1 else 0
  span_eq : Submodule.span ℂ (Set.range φ) = V
```

A symmetry operation g acts on a function by

(R_g f)(x) = f(gx).

Many texts use g⁻¹x instead. Because invariance is required for every g in the group, both conventions select the same spaces.

```lean
/-- The function `f` with its argument moved by the symmetry operation `g`. -/
def rotate (g : G) (f : X → ℂ) : X → ℂ := fun x => f (g • x)

/-- Every symmetry operation maps the function space `V` into itself. -/
def IsInvariant (G : Type*) [Group G] [MulAction G X] (V : Submodule ℂ (X → ℂ)) : Prop :=
  ∀ g : G, ∀ f ∈ V, rotate g f ∈ V
```

Two quantities describe the shell: the kernel K(x,y) = Σ_i φ_i(x) conj(φ_i(y)), and the density n(x) = Σ_i |φ_i(x)|², which is its diagonal. For single occupation of every function, K is the one-particle density matrix in the site basis.

```lean
/-- The two-point kernel of a shell of functions. -/
def shellKernel (φ : ι → X → ℂ) (x y : X) : ℂ := ∑ i, φ i x * conj (φ i y)

/-- The density of a shell in which every function is occupied once. -/
def shellDensity (φ : ι → X → ℂ) (x : X) : ℝ := ∑ i, ‖φ i x‖ ^ 2
```

## An orthonormal basis of the whole space

Physically, this condition says that the level is completely and equally filled. By hand it first gives the coefficients of a superposition:

⟨φ_j, Σ_i c_i φ_i⟩ = Σ_i c_i ⟨φ_j, φ_i⟩ = c_j.

The Lean proof moves the overlap inside the sum, exchanging the sums over points and functions, and then inserts the unit overlap matrix.

```lean
variable {V : Submodule ℂ (X → ℂ)} {φ : ι → X → ℂ} {ψ : κ → X → ℂ}

/-- For an orthonormal basis, the overlap of the basis function `φ j`, as first argument, with a
superposition is the coefficient of `φ j`. -/
theorem overlap_superposition (h : IsOrthonormalBasisOf V φ) (c : ι → ℂ) (j : ι) :
    overlap (φ j) (∑ i, c i • φ i) = c j := by
  have e : overlap (φ j) (∑ i, c i • φ i) = ∑ i, c i * overlap (φ j) (φ i) := by
    simp only [overlap, Finset.sum_apply, Pi.smul_apply, smul_eq_mul, Finset.mul_sum]
    rw [Finset.sum_comm]
    exact Finset.sum_congr rfl fun i _ => Finset.sum_congr rfl fun x _ => by ring
  rw [e]
  simp [h.orthonormal]
```

Since the φ_i span V, every f in V is such a superposition, and therefore

f = Σ_i ⟨φ_i, f⟩ φ_i.

In Lean, membership in the span supplies the coefficients, and the preceding lemma identifies them as overlaps.

```lean
/-- Every function in the space is the sum of its projections on the functions of an orthonormal
basis. -/
theorem expansion (h : IsOrthonormalBasisOf V φ) {f : X → ℂ} (hf : f ∈ V) :
    ∑ i, overlap (φ i) f • φ i = f := by
  rw [← h.span_eq, Submodule.mem_span_range_iff_exists_fun] at hf
  obtain ⟨c, rfl⟩ := hf
  simp only [overlap_superposition h]
```

The kernel then depends only on V. Let ψ_j be a second orthonormal basis of V, possibly with a different index set. Fix y and regard the kernel of φ as a function of its first argument:

k_y = Σ_i conj(φ_i(y)) φ_i.

This function lies in V. Its overlap with ψ_j is

⟨ψ_j, k_y⟩ = Σ_i conj(φ_i(y)) ⟨ψ_j, φ_i⟩ = conj(Σ_i ⟨φ_i, ψ_j⟩ φ_i(y)) = conj(ψ_j(y)),

where the last equality is the expansion of ψ_j in the basis φ. Expanding k_y in the basis ψ gives

K_φ(x,y) = Σ_j conj(ψ_j(y)) ψ_j(x) = K_ψ(x,y).

In the proof, `col` states that k_y belongs to V and `key` is the overlap calculation.

```lean
/-- Two orthonormal bases of the same space have the same two-point kernel. -/
theorem shellKernel_unique (hφ : IsOrthonormalBasisOf V φ) (hψ : IsOrthonormalBasisOf V ψ)
    (x y : X) : shellKernel φ x y = shellKernel ψ x y := by
  -- the kernel of `φ` with `y` fixed is a function in the space
  have col : ∑ i, conj (φ i y) • φ i ∈ V := by
    rw [← hφ.span_eq]
    exact Submodule.sum_mem _ fun i _ =>
      Submodule.smul_mem _ _ (Submodule.subset_span ⟨i, rfl⟩)
  -- its projection on `ψ j` follows from the expansion of `ψ j` in the basis `φ`
  have key : ∀ j, overlap (ψ j) (∑ i, conj (φ i y) • φ i) = conj (ψ j y) := fun j => by
    have hj : ψ j ∈ V := by
      rw [← hψ.span_eq]
      exact Submodule.subset_span ⟨j, rfl⟩
    rw [← congrFun (expansion hφ hj) y]
    simp only [overlap, Finset.sum_apply, Pi.smul_apply, smul_eq_mul, map_sum, map_mul,
      Complex.conj_conj, Finset.mul_sum, Finset.sum_mul]
    rw [Finset.sum_comm]
    exact Finset.sum_congr rfl fun i _ => Finset.sum_congr rfl fun z _ => by ring
  have e := congrFun (expansion hψ col) x
  simp only [key, Finset.sum_apply, Pi.smul_apply, smul_eq_mul] at e
  simp only [shellKernel]
  simpa only [mul_comm] using e.symm
```

Without normalisation the density can be rescaled at will. Without the spanning condition the shell may be only partly filled: on four points, the single function (1, −1, 0, 0)/√2 has density 1/2, 1/2, 0, 0, although it lies in the three-dimensional invariant space of functions whose values sum to zero.

## A space closed under the symmetry operations

Invariance means that a symmetry operation never leads out of the level. A complete eigenspace of a Hamiltonian that commutes with the operations has this property: if Hf = Ef, then H(R_g f) = R_g(Hf) = E R_g f. The space need not be irreducible, so several complete levels may be taken together.

By hand, invariance is used to show that the rotated functions R_g φ_i again form an orthonormal basis of V. Their overlaps are

⟨R_g φ_i, R_g φ_j⟩ = Σ_x conj(φ_i(gx)) φ_j(gx) = ⟨φ_i, φ_j⟩,

because x ↦ gx only permutes the points. The rotated functions lie in V by invariance. They also span it: for f in V, the function R_{g⁻¹} f lies in V and can be expanded in the φ_i. Evaluating that expansion at gx gives

f(x) = Σ_i ⟨φ_i, R_{g⁻¹} f⟩ φ_i(gx).

The Lean proof follows the same division. `Equiv.sum_comp` relabels the points in the overlap, and the two inclusions of the span use invariance for g and for g⁻¹ respectively.

```lean
/-- Rotating an orthonormal basis of an invariant space gives an orthonormal basis of it. -/
theorem rotated_basis (h : IsOrthonormalBasisOf V φ) (hV : IsInvariant G V) (g : G) :
    IsOrthonormalBasisOf V (fun i => rotate g (φ i)) where
  orthonormal i j := by
    rw [← h.orthonormal i j]
    exact Equiv.sum_comp (MulAction.toPerm g) (fun x => conj (φ i x) * φ j x)
  span_eq := by
    apply le_antisymm
    · refine Submodule.span_le.2 ?_
      rintro _ ⟨i, rfl⟩
      refine hV g _ ?_
      rw [← h.span_eq]
      exact Submodule.subset_span ⟨i, rfl⟩
    · intro f hf
      rw [Submodule.mem_span_range_iff_exists_fun]
      -- expand the back-rotated function, then rotate the expansion
      refine ⟨fun i => overlap (φ i) (rotate g⁻¹ f), ?_⟩
      ext x
      have ex := congrFun (expansion h (hV g⁻¹ f hf)) (g • x)
      simpa [rotate, Finset.sum_apply] using ex
```

The kernel of the rotated basis at (x,y) is K(gx,gy). As both bases have the same kernel,

K(gx,gy) = K(x,y).

This is a finite analogue of the addition theorem's rotational invariance. It does not supply the Legendre polynomial found on the sphere.

```lean
/-- The two-point kernel of an invariant space is unchanged when both points are moved by the
same symmetry operation. -/
theorem shellKernel_invariant (h : IsOrthonormalBasisOf V φ) (hV : IsInvariant G V)
    (g : G) (x y : X) : shellKernel φ (g • x) (g • y) = shellKernel φ x y :=
  shellKernel_unique (rotated_basis h hV g) h x y
```

Without invariance the density can vary even when all points are equivalent. The function (1, −1, 0, 0)/√2 is an orthonormal basis of its own one-dimensional span, but permutations of the four points lead out of that span, and its density is not the constant 1/4.

## All points equivalent under the group

Transitivity says that for any points x and y some operation g satisfies gx = y. All atoms of a regular ring are equivalent in this sense; a central atom and its ligands are not.

The total density needs only the basis condition:

Σ_x n(x) = Σ_i Σ_x |φ_i(x)|² = Σ_i 1 = dim V.

The last equality holds because orthonormal functions are linearly independent: if Σ_i c_i φ_i = 0, taking the overlap with φ_j gives c_j = 0. In the proof, `hd` identifies the dimension with the number of basis functions and `h1` is the normalisation of each function.

```lean
/-- The density of an orthonormal basis, summed over all points, is the dimension of the space. -/
theorem sum_shellDensity (h : IsOrthonormalBasisOf V φ) :
    ∑ x, shellDensity φ x = Module.finrank ℂ V := by
  have hd : Module.finrank ℂ V = Fintype.card ι := by
    rw [← h.span_eq]
    refine finrank_span_eq_card (Fintype.linearIndependent_iff.2 fun c hc i => ?_)
    have e := overlap_superposition h c i
    rw [hc] at e
    simpa [overlap] using e.symm
  have h1 : ∀ i, ∑ x, ‖φ i x‖ ^ 2 = 1 := fun i => by
    have e := h.orthonormal i i
    rw [if_pos rfl] at e
    apply Complex.ofReal_injective
    rw [Complex.ofReal_one, ← e, Complex.ofReal_sum]
    refine Finset.sum_congr rfl fun x _ => ?_
    rw [mul_comm, Complex.mul_conj, Complex.normSq_eq_norm_sq]
  simp only [shellDensity]
  rw [Finset.sum_comm, hd]
  simp [h1]
```

Transitivity now spreads one value over all points. Given y, choose g with gx = y. Then

n(y) = K(gx,gx) = K(x,x) = n(x).

The total is therefore card X · n(x) = dim V, and division by card X gives the theorem. In Lean, the hypothesis is the instance `MulAction.IsPretransitive G X`, and the statement takes an orthonormal basis `h`, invariance `hV` and a point `x`. That point also ensures that X is nonempty, so the denominator is not zero. The step `diag` identifies the density with the diagonal of the kernel, `const` uses transitivity, and `total` is the summed density.

```lean
/-- Finite Unsöld theorem: if the symmetry group acts transitively on the points, the density
of an invariant shell at every point is its dimension divided by the number of points. -/
theorem finite_unsold [MulAction.IsPretransitive G X] (h : IsOrthonormalBasisOf V φ)
    (hV : IsInvariant G V) (x : X) :
    ∑ i, ‖φ i x‖ ^ 2 = (Module.finrank ℂ V : ℝ) / Fintype.card X := by
  have diag : ∀ y, ((shellDensity φ y : ℝ) : ℂ) = shellKernel φ y y := fun y => by
    simp only [shellDensity, shellKernel, Complex.ofReal_sum]
    refine Finset.sum_congr rfl fun i _ => ?_
    rw [Complex.mul_conj, Complex.normSq_eq_norm_sq]
  -- transitivity carries the density at `x` to every other point
  have const : ∀ y, shellDensity φ y = shellDensity φ x := fun y => by
    obtain ⟨g, rfl⟩ := MulAction.exists_smul_eq G x y
    apply Complex.ofReal_injective
    rw [diag, diag, shellKernel_invariant h hV]
  have total := sum_shellDensity h
  simp only [const, Finset.sum_const, Finset.card_univ, nsmul_eq_mul] at total
  have hX : (Fintype.card X : ℝ) ≠ 0 :=
    Nat.cast_ne_zero.2 (Fintype.card_pos_iff.2 ⟨x⟩).ne'
  rw [eq_div_iff hX, mul_comm]
  exact total
```

Without transitivity, the density is still constant on each set of equivalent points, by kernel invariance with x = y, but it may differ between sets. If the group fixes one of four points, the functions supported on that point form an invariant space with density 1 there and 0 elsewhere.

Under all the hypotheses of the theorem, including transitivity, the density limits how strongly any single state of the shell can concentrate on one point. For coefficients c_i, the triangle inequality and the Cauchy–Schwarz inequality give

|Σ_i c_i φ_i(x)|² ≤ (Σ_i |c_i| |φ_i(x)|)² ≤ (Σ_i |c_i|²)(Σ_i |φ_i(x)|²) = (dim V / card X) Σ_i |c_i|².

For a normalised one-electron state, Σ_i |c_i|² = 1, and the probability of finding the electron at any given site is at most dim V / card X. In the proof, `tri` is the triangle inequality, and the final lemma is Cauchy–Schwarz for real sums.

```lean
/-- If the symmetry group acts transitively on the points and the shell is invariant, the squared
amplitude of a superposition of orthonormal basis functions at any point is at most the squared norm
of its coefficients times the dimension of the shell per point. -/
theorem amplitude_bound [MulAction.IsPretransitive G X] (h : IsOrthonormalBasisOf V φ)
    (hV : IsInvariant G V) (c : ι → ℂ) (x : X) :
    ‖∑ i, c i * φ i x‖ ^ 2 ≤
      (Module.finrank ℂ V : ℝ) / Fintype.card X * ∑ i, ‖c i‖ ^ 2 := by
  rw [← finite_unsold h hV x, mul_comm]
  have tri : ‖∑ i, c i * φ i x‖ ≤ ∑ i, ‖c i‖ * ‖φ i x‖ :=
    (norm_sum_le _ _).trans_eq (Finset.sum_congr rfl fun i _ => norm_mul _ _)
  exact (pow_le_pow_left₀ (norm_nonneg _) tri 2).trans
    (Finset.sum_mul_sq_le_sq_mul_sq _ _ _)
```

## Three p-like functions on a tetrahedron

The vertices of a tetrahedron provide a case in which every condition is met. The space consists of the functions on four points whose values sum to zero.

```lean
/-- The functions on the four vertices of a tetrahedron whose values sum to zero. -/
def zeroSum : Submodule ℂ (Fin 4 → ℂ) where
  carrier := {f | ∑ x, f x = 0}
  add_mem' {f h} hf hh := by
    simp only [Set.mem_ofPred_eq] at hf hh ⊢
    simp [Finset.sum_add_distrib, hf, hh]
  zero_mem' := by simp
  smul_mem' c f hf := by
    simp only [Set.mem_ofPred_eq] at hf ⊢
    simp [← Finset.mul_sum, hf]
```

Take the tetrahedron to be regular and centred at the origin, with the coordinate axes through the midpoints of opposite edges. The basis functions are the Cartesian coordinates of the vertices, scaled to unit norm. They have the pattern of p functions sampled at the four vertices.

```lean
/-- Three functions on the vertices of a tetrahedron, proportional to the Cartesian
coordinates of the vertices. -/
def tetraP : Fin 3 → Fin 4 → ℂ :=
  ![![1/2, 1/2, -1/2, -1/2], ![1/2, -1/2, 1/2, -1/2], ![1/2, -1/2, -1/2, 1/2]]
```

Each function has four entries of magnitude 1/2, so its norm is 1, and the signs make different functions orthogonal. To see that they span the space, take f with f(0) + f(1) + f(2) + f(3) = 0 and use its overlaps with the three functions as coefficients. At vertex 0 the superposition is

(3f(0) − f(1) − f(2) − f(3))/4 = f(0),

and the other vertices work in the same way. Permuting the vertices leaves the sum of the values unchanged, which gives invariance, and exchanging x with y carries one vertex to the other, which gives transitivity.

The Lean proof checks the overlaps case by case, supplies the three coefficients explicitly and uses the zero sum in `linear_combination`. The exchange of two vertices is `Equiv.swap x y`.

```lean
/-- The three coordinate functions are an orthonormal basis of the zero-sum functions, which
are invariant under the transitive group of all vertex permutations. -/
theorem tetrahedron_witness :
    IsOrthonormalBasisOf zeroSum tetraP ∧ IsInvariant (Equiv.Perm (Fin 4)) zeroSum ∧
      MulAction.IsPretransitive (Equiv.Perm (Fin 4)) (Fin 4) := by
  refine ⟨⟨?_, le_antisymm ?_ ?_⟩, ?_, ⟨fun x y => ⟨Equiv.swap x y, Equiv.swap_apply_left x y⟩⟩⟩
  · intro i j
    have c2 : conj (2 : ℂ) = 2 := map_ofNat (starRingEnd ℂ) 2
    fin_cases i <;> fin_cases j <;> simp [overlap, tetraP, Fin.sum_univ_four, c2] <;> norm_num
  · refine Submodule.span_le.2 ?_
    rintro _ ⟨i, rfl⟩
    change ∑ x, tetraP i x = 0
    fin_cases i <;> simp [tetraP, Fin.sum_univ_four] <;> norm_num
  · intro f hf
    have h0 : ∑ x, f x = 0 := hf
    rw [Fin.sum_univ_four] at h0
    rw [Submodule.mem_span_range_iff_exists_fun]
    refine ⟨![(f 0 + f 1 - f 2 - f 3) / 2, (f 0 - f 1 + f 2 - f 3) / 2,
      (f 0 - f 1 - f 2 + f 3) / 2], ?_⟩
    ext x
    fin_cases x <;> simp [tetraP, Fin.sum_univ_three] <;> linear_combination (-1/4) * h0
  · intro g f hf
    exact (Equiv.sum_comp g f).trans hf

end

end FiniteUnsold
```

The density at each vertex is 3 · (1/2)² = 3/4: three functions shared equally among four points.

```lean
#print axioms FiniteUnsold.finite_unsold
#print axioms FiniteUnsold.amplitude_bound
```

```
'FiniteUnsold.finite_unsold' depends on axioms: [propext, Classical.choice, Quot.sound]
'FiniteUnsold.amplitude_bound' depends on axioms: [propext, Classical.choice, Quot.sound]
```
